# Imaginary time of order ln N brings N independent two-level fragments to ground weight one half

Take $N\ge 1$ independent two-level fragments with gap $g>0$, each starting with excited-to-ground amplitude ratio $t>0$. After imaginary time $b$ (with $\hbar=1$; often written $\tau$ or $\beta$), the weight of the configuration with every fragment in its ground level is

$$W(b)=\left(1+t^2e^{-2gb}\right)^{-N},$$

and $W(b)\ge\tfrac12$ whenever $b\ge \ln(Nt^2/\ln 2)/(2g)$. At fixed $t$ and $g$, the starting weight falls exponentially with $N$, while this time grows only as $\ln N$.

Q: A decent trial state for one molecule becomes a terrible one for a hundred copies, because the overlaps multiply. That is the problem I care about. Where is it in the Lean code?

A: In the product state. A configuration $s$ says which fragments are excited. Its energy is $E(s)=g\,n(s)$, where $n(s)$ counts them, and its starting amplitude is $t^{n(s)}$. In Lean, $s$ is a function `Fin N → Bool`, with `false` for ground and `true` for excited.

```lean
import Mathlib

open Matrix

namespace ImaginaryTimeFragments

noncomputable section

/-- The configuration in which every one of the `N` fragments is in its ground level. -/
def ground (N : ℕ) : Fin N → Bool := fun _ => false

/-- The energy of a configuration: each excited fragment contributes the gap `g`. -/
def energy {N : ℕ} (g : ℝ) (s : Fin N → Bool) : ℝ := ∑ i, if s i then g else 0

/-- The Hamiltonian of independent fragments, diagonal in the configuration basis. -/
def hamiltonian (N : ℕ) (g : ℝ) : Matrix (Fin N → Bool) (Fin N → Bool) ℝ :=
  diagonal (energy g)

/-- The unnormalised product trial state with excited-to-ground amplitude ratio `t`
on each fragment. -/
def trial {N : ℕ} (t : ℝ) (s : Fin N → Bool) : ℝ := ∏ i, if s i then t else 1
```

Q: A diagonal Hamiltonian looks like cheating.

A: For independent fragments it only means that each one is described in its own eigenbasis. The ground energy is set to zero; a constant shift would rescale all amplitudes alike and cancel in the weight. The real restriction is the absence of coupling. With interacting fragments the evolved state generally stops being a product, and no hypothesis here deals with that.

Q: And normalisation? `trial` has ground amplitude 1.

A: It is unnormalised. The normalised starting ground amplitude is $(1+t^2)^{-N/2}$. `groundWeight` divides the squared ground amplitude by the squared norm over all $2^N$ configurations, so it is a true probability.

```lean
/-- The trial state after imaginary time `b`: the amplitude of each configuration is multiplied by
`exp (-b E)`, where `E` is its energy. -/
def evolved {N : ℕ} (g t b : ℝ) (s : Fin N → Bool) : ℝ :=
  Real.exp (-b * energy g s) * trial t s

/-- The weight of the all-ground configuration in the normalised evolved state. -/
def groundWeight (N : ℕ) (g t b : ℝ) : ℝ :=
  evolved g t b (ground N) ^ 2 / ∑ s : Fin N → Bool, evolved g t b s ^ 2
```

Q: You call that configuration the ground state, and you call `evolved` the imaginary-time evolution. Both are just names so far.

A: Two theorems justify them. The first says that for $g>0$ the all-ground configuration has energy zero and every other one has positive energy: a different configuration has at least one excited fragment, which contributes $g$, and the other terms are non-negative.

```lean
/-- For a positive gap, the all-ground configuration has energy zero and every other
configuration has positive energy. -/
theorem ground_energy {N : ℕ} {g : ℝ} (hg : 0 < g) :
    energy g (ground N) = 0 ∧ ∀ s : Fin N → Bool, s ≠ ground N → 0 < energy g s := by
  refine ⟨by simp [energy, ground], fun s hs => ?_⟩
  -- some fragment is excited, and it alone contributes the gap
  obtain ⟨i, hi⟩ := Function.ne_iff.mp hs
  have hi' : s i = true := by simpa [ground] using hi
  unfold energy
  exact Finset.sum_pos' (fun j _ => by split_ifs <;> linarith)
    ⟨i, Finset.mem_univ i, by simpa [hi'] using hg⟩
```

The second says that `evolved` equals the trial state at $b=0$ and satisfies $d\psi/db=-H\psi$, component by component. Differentiating $e^{-bE(s)}t^{n(s)}$ brings down $-E(s)$, which is exactly how the diagonal matrix acts.

```lean
/-- The evolved state starts from the trial state and obeys the imaginary-time
Schrödinger equation `dψ/db = -H ψ`. -/
theorem imaginary_time_equation {N : ℕ} (g t : ℝ) :
    (evolved g t 0 : (Fin N → Bool) → ℝ) = trial t ∧
    ∀ (b : ℝ) (s : Fin N → Bool), HasDerivAt (fun b => evolved g t b s)
      (-((hamiltonian N g *ᵥ evolved g t b) s)) b := by
  refine ⟨by funext s; simp [evolved], fun b s => ?_⟩
  have h1 : HasDerivAt (fun b : ℝ => -b * energy g s) (-1 * energy g s) b :=
    (hasDerivAt_neg b).mul_const _
  refine (h1.exp.mul_const (trial t s)).congr_deriv ?_
  rw [hamiltonian, Matrix.mulVec_diagonal]
  simp only [evolved]
  ring
```

Q: Fine. Now derive the weight.

A: The exponential of a sum is a product of exponentials, so each excited fragment carries a factor $e^{-bg}t$ and each unexcited one a factor 1:

$$\psi_b(s)=\prod_i\begin{cases}e^{-bg}t & \text{fragment } i \text{ excited}\\ 1 & \text{otherwise.}\end{cases}$$

`Real.exp_sum` performs that step.

```lean
/-- The evolved state remains a product over fragments, with each excited amplitude multiplied by
`exp (-b g)`. -/
theorem evolved_eq_prod {N : ℕ} (g t b : ℝ) (s : Fin N → Bool) :
    evolved g t b s = ∏ i, if s i then Real.exp (-b * g) * t else 1 := by
  unfold evolved energy trial
  rw [Finset.mul_sum, Real.exp_sum, ← Finset.prod_mul_distrib]
  refine Finset.prod_congr rfl fun i _ => ?_
  by_cases h : s i = true <;> simp [h]
```

Put $x=t^2e^{-2gb}$. Squaring and summing over configurations gives

$$\sum_s\psi_b(s)^2=\sum_s x^{n(s)}=(1+x)^N,$$

since each fragment independently contributes $1$ or $x$. In Lean, `Fintype.sum_pow` is this exchange of sum and product.

```lean
/-- The squared norm of the evolved state is the `N`-th power of the squared norm of
one fragment. -/
theorem norm_sq_evolved (N : ℕ) (g t b : ℝ) :
    ∑ s : Fin N → Bool, evolved g t b s ^ 2
      = (1 + t ^ 2 * Real.exp (-2 * g * b)) ^ N := by
  have hx : Real.exp (-2 * g * b) = Real.exp (-b * g) ^ 2 := by
    rw [pow_two, ← Real.exp_add]
    congr 1
    ring
  calc ∑ s : Fin N → Bool, evolved g t b s ^ 2
      = ∑ s : Fin N → Bool, ∏ i,
          (if s i then t ^ 2 * Real.exp (-2 * g * b) else 1) := by
        refine Finset.sum_congr rfl fun s _ => ?_
        rw [evolved_eq_prod, ← Finset.prod_pow]
        refine Finset.prod_congr rfl fun i _ => ?_
        by_cases h : s i = true
        · rw [if_pos h, if_pos h, hx]
          ring
        · rw [if_neg h, if_neg h, one_pow]
    _ = (∑ c : Bool, if c then t ^ 2 * Real.exp (-2 * g * b) else 1) ^ N :=
        (Fintype.sum_pow
          (fun c : Bool => if c then t ^ 2 * Real.exp (-2 * g * b) else 1) N).symm
    _ = (1 + t ^ 2 * Real.exp (-2 * g * b)) ^ N := by
        rw [Fintype.sum_bool]
        simp [add_comm]
```

The unnormalised ground amplitude stays at 1, so $W(b)=1/(1+x)^N$.

```lean
/-- The total ground weight after imaginary time `b` is
`(1 + t² exp (-2 g b))` to the power `-N`. -/
theorem groundWeight_eq (N : ℕ) (g t b : ℝ) :
    groundWeight N g t b = ((1 + t ^ 2 * Real.exp (-2 * g * b)) ^ N)⁻¹ := by
  have h : evolved g t b (ground N) = 1 := by
    rw [evolved_eq_prod]
    simp [ground]
  rw [groundWeight, norm_sq_evolved, h, one_pow, one_div]
```

Q: How does a time come out of that?

A: For positive $A$ and $c$, multiplying out and taking logarithms gives

$$Ae^{-2gb}\le c\iff e^{2gb}\ge A/c\iff b\ge\frac{\ln(A/c)}{2g}.$$

```lean
/-- For positive `A`, `c` and gap `g`, the quantity `A exp (-2 g b)` has decayed to `c`
or below exactly when `b` is at least `ln (A / c) / (2 g)`. -/
theorem decay_time_iff {A c g : ℝ} (hA : 0 < A) (hc : 0 < c) (hg : 0 < g) (b : ℝ) :
    Real.log (A / c) / (2 * g) ≤ b ↔ A * Real.exp (-2 * g * b) ≤ c := by
  have h : Real.exp (-2 * g * b) = (Real.exp (b * (2 * g)))⁻¹ := by
    rw [← Real.exp_neg]
    congr 1
    ring
  rw [div_le_iff₀ (by positivity), Real.log_le_iff_le_exp (by positivity),
    div_le_iff₀ hc, h, ← div_eq_mul_inv, div_le_iff₀ (Real.exp_pos _), mul_comm c]
```

Now choose a target weight $0<p<1$, and set $A=Nt^2$ and $c=\ln(1/p)$. The condition on $b$ becomes $Nx\le\ln(1/p)$. Since $1+x\le e^x$,

$$(1+x)^N\le e^{Nx}\le 1/p,$$

and therefore $W(b)\ge p$. The `calc` block follows this chain line by line.

```lean
/-- For `N ≥ 1` fragments with `g, t > 0` and a target `0 < p < 1`, the ground weight is
at least `p` whenever `b ≥ ln (N t² / ln (1/p)) / (2 g)`. -/
theorem groundWeight_ge {N : ℕ} {g t p b : ℝ} (hN : 0 < N) (hg : 0 < g) (ht : 0 < t)
    (hp : 0 < p) (hp1 : p < 1)
    (hb : Real.log (N * t ^ 2 / Real.log (1 / p)) / (2 * g) ≤ b) :
    p ≤ groundWeight N g t b := by
  have hN' : (0 : ℝ) < N := by exact_mod_cast hN
  have hL : 0 < Real.log (1 / p) := Real.log_pos ((one_lt_div hp).mpr hp1)
  have hx := (decay_time_iff (by positivity) hL hg b).mp hb
  rw [groundWeight_eq, le_inv_comm₀ hp (by positivity), ← one_div]
  -- compare each fragment's norm with an exponential
  calc (1 + t ^ 2 * Real.exp (-2 * g * b)) ^ N
      ≤ Real.exp (t ^ 2 * Real.exp (-2 * g * b)) ^ N := by
        refine pow_le_pow_left₀ (by positivity) ?_ N
        linarith [Real.add_one_le_exp (t ^ 2 * Real.exp (-2 * g * b))]
    _ = Real.exp (N * t ^ 2 * Real.exp (-2 * g * b)) := by
        rw [← Real.exp_nat_mul]
        congr 1
        ring
    _ ≤ Real.exp (Real.log (1 / p)) := Real.exp_le_exp.mpr hx
    _ = 1 / p := Real.exp_log (by positivity)
```

Q: That is an upper bound on the time. Perhaps the logarithm of $N$ is an artefact of a crude estimate.

A: It is not. Suppose $W(b)\ge p$. Bernoulli's inequality gives $1+Nx\le(1+x)^N\le1/p$, so $Nx\le1/p-1$, and the same equivalence yields

$$b\ge\frac{\ln\big(Nt^2/(1/p-1)\big)}{2g}.$$

At $p=\tfrac12$ the sufficient and necessary times differ by $\ln(1/\ln2)/(2g)\approx0.18/g$, whatever $N$ is.

```lean
/-- Conversely, for `N ≥ 1`, `g, t > 0` and `0 < p < 1`, a ground weight of at least `p`
requires `b ≥ ln (N t² / (1/p - 1)) / (2 g)`. -/
theorem time_necessary {N : ℕ} {g t p b : ℝ} (hN : 0 < N) (hg : 0 < g) (ht : 0 < t)
    (hp : 0 < p) (hp1 : p < 1) (hw : p ≤ groundWeight N g t b) :
    Real.log (N * t ^ 2 / (1 / p - 1)) / (2 * g) ≤ b := by
  have hN' : (0 : ℝ) < N := by exact_mod_cast hN
  have hc : 0 < 1 / p - 1 := sub_pos.mpr ((one_lt_div hp).mpr hp1)
  rw [groundWeight_eq, le_inv_comm₀ hp (by positivity), ← one_div] at hw
  have hx : 0 < t ^ 2 * Real.exp (-2 * g * b) := by positivity
  -- Bernoulli's inequality bounds the squared norm from below
  have hB := one_add_mul_le_pow (by linarith : -2 ≤ t ^ 2 * Real.exp (-2 * g * b)) N
  refine (decay_time_iff (by positivity) hc hg b).mpr ?_
  rw [mul_assoc]
  linarith
```

Setting $p=\tfrac12$ in the sufficient condition gives the opening bound.

```lean
/-- For `N ≥ 1` and `g, t > 0`, the ground weight is at least one half whenever
`b ≥ ln (N t² / ln 2) / (2 g)`. -/
theorem groundWeight_ge_half {N : ℕ} {g t b : ℝ} (hN : 0 < N) (hg : 0 < g) (ht : 0 < t)
    (hb : Real.log (N * t ^ 2 / Real.log 2) / (2 * g) ≤ b) :
    1 / 2 ≤ groundWeight N g t b := by
  apply groundWeight_ge hN hg ht (by norm_num) (by norm_num)
  rw [show (1 : ℝ) / (1 / 2) = 2 by norm_num]
  exact hb
```

Q: The theorems allow negative $b$. Should that worry me?

A: No. The formulas hold for every real $b$, and a projection uses $b\ge0$. If the threshold is negative, the weight is already at least one half at the start.

Q: Can you express the time through the starting overlap itself?

A: Yes. With $w=W(0)=(1+t^2)^{-N}$ we have $\ln(1/w)=N\ln(1+t^2)$. Eliminating $N$ gives the sufficient time

$$\frac{1}{2g}\ln\frac{t^2\ln(1/w)}{\ln(1+t^2)\,\ln 2}.$$

At fixed $t$ this is a double logarithm in $1/w$. If $w$ is small because $t$ is large, the prefactor $t^2/\ln(1+t^2)$ grows too. For a single fragment the time then goes as $\ln(1/w)$.

```lean
/-- For `N ≥ 1` and `g, t > 0`, let `w` be the ground weight at time zero. The weight is at
least one half whenever `b ≥ ln (t² ln (1/w) / (ln (1 + t²) ln 2)) / (2 g)`. -/
theorem half_from_starting_weight {N : ℕ} {g t b : ℝ} (hN : 0 < N) (hg : 0 < g)
    (ht : 0 < t)
    (hb : Real.log (t ^ 2 * Real.log (1 / groundWeight N g t 0) /
      (Real.log (1 + t ^ 2) * Real.log 2)) / (2 * g) ≤ b) :
    1 / 2 ≤ groundWeight N g t b := by
  apply groundWeight_ge_half hN hg ht
  have hl : Real.log (1 + t ^ 2) ≠ 0 :=
    (Real.log_pos (by linarith [pow_pos ht 2])).ne'
  have h2 : Real.log 2 ≠ 0 := (Real.log_pos (by norm_num)).ne'
  -- the logarithm of the starting weight counts the fragments
  have hw : Real.log (1 / groundWeight N g t 0) = N * Real.log (1 + t ^ 2) := by
    rw [groundWeight_eq, one_div, inv_inv, mul_zero, Real.exp_zero, mul_one, Real.log_pow]
  have he : t ^ 2 * (N * Real.log (1 + t ^ 2)) / (Real.log (1 + t ^ 2) * Real.log 2)
      = N * t ^ 2 / Real.log 2 := by
    rw [div_eq_div_iff (mul_ne_zero hl h2) h2]
    ring
  rwa [hw, he] at hb

end

end ImaginaryTimeFragments
```

```lean
#print axioms ImaginaryTimeFragments.imaginary_time_equation
#print axioms ImaginaryTimeFragments.time_necessary
#print axioms ImaginaryTimeFragments.groundWeight_ge_half
#print axioms ImaginaryTimeFragments.half_from_starting_weight
```

```
'ImaginaryTimeFragments.imaginary_time_equation' depends on axioms: [propext, Classical.choice, Quot.sound]
'ImaginaryTimeFragments.time_necessary' depends on axioms: [propext, Classical.choice, Quot.sound]
'ImaginaryTimeFragments.groundWeight_ge_half' depends on axioms: [propext, Classical.choice, Quot.sound]
'ImaginaryTimeFragments.half_from_starting_weight' depends on axioms: [propext, Classical.choice, Quot.sound]
```

Q: Where would I meet this in an actual calculation?

A: In projector methods such as diffusion or auxiliary-field Monte Carlo, which apply $e^{-\Delta b\,H}$ repeatedly to a trial state; the numbers here are for non-interacting fragments and exact propagation. Take $N=100$, $t=\tfrac12$ and $g=0.2$ hartree. The starting weight is about $2\times10^{-10}$. The sufficient time is $\ln(25/\ln2)/0.4\approx8.96$ inverse hartree, or 897 steps of $\Delta b=0.01$. Doubling $N$ squares the starting weight but adds only about 173 steps.

Q: So large systems are cheap?

A: In this model they are cheap in imaginary time, because the fragments do not interact and the gap stays at $g$ as $N$ grows. In an interacting system the gap can shrink with size, and the time needed can then grow much faster. The work per step, and the statistical noise if the state is sampled, are separate costs that this bound says nothing about.
